# For a nonzero gradient, the reciprocal length of the regularised step is strictly increasing and concave where the shifted Hessian is positive definite

The Hessian enters here only through its eigenvalues $h_i$, and the gradient through its components $g_i$ in the corresponding orthonormal eigenbasis, with $i$ running over a finite index set. For a shift $\mu$, the regularised step has components $s_i(\mu)=-g_i/(h_i+\mu)$. Admissible shifts are those with $h_i+\mu>0$ for every $i$, including modes along which the gradient vanishes. The sign of $\mu$ itself is left free, so a positive definite Hessian also admits some negative shifts.

Write the step length and its reciprocal as

$$
L(\mu)=\Big(\sum_i \frac{g_i^2}{(h_i+\mu)^2}\Big)^{1/2},\qquad
\varphi(\mu)=\frac{1}{L(\mu)} .
$$

If $g\neq 0$, then $\varphi$ is strictly increasing and concave on the admissible shifts. Both properties follow from one bound, valid for any two admissible shifts $\mu$ and $\nu$:

$$
\varphi(\nu)\le \varphi(\mu)+\varphi'(\mu)(\nu-\mu),\qquad
\varphi'(\mu)=\frac{S(\mu)}{L(\mu)^3},\qquad
S(\mu)=\sum_i\frac{g_i^2}{(h_i+\mu)^3}.
$$

## The shift update in a trust-region code

Geometry optimisers and second-order orbital optimisers can use this result when they restrict the step of a finite-dimensional quadratic model to a Euclidean trust radius $\Delta>0$. In a minimisation, the code looks for an admissible shift with $L(\mu)=\Delta$ if the unshifted Newton step is too long or the Hessian has a negative eigenvalue. Applying Newton's method to the equivalent equation $\varphi(\mu)=1/\Delta$ gives

$$
\mu_{\rm new}=\mu+\frac{1/\Delta-\varphi(\mu)}{\varphi'(\mu)}
=\mu+\frac{L(\mu)^2}{S(\mu)}\,\frac{L(\mu)-\Delta}{\Delta}.
$$

No diagonalisation is needed to evaluate this. With $H$ the Hessian matrix and $I$ the identity, factor $H+\mu I=R^{T}R$ by Cholesky, solve for the step $s$, and then solve $R^{T}w=s$. This gives $L^2=\|s\|^2$ and $S=\|w\|^2$.

A single mode shows the benefit of the reciprocal. Put $x=h+\mu$. Newton's method on $L(\mu)=\Delta$ gives $x_{\rm new}=2x-\Delta x^2/|g|$, which less than doubles $x$ however close to the pole it starts. On the reciprocal equation, where $\varphi=x/|g|$ is a straight line, one update reaches the solution.

Let $\mu_s$ be an admissible solution. Concavity implies that an update from any admissible shift lands at or below $\mu_s$. If the current step is at least as long as $\Delta$, then $\mu\le\mu_s$ by monotonicity, and the new shift lies between $\mu$ and $\mu_s$. It is therefore admissible again.

Starting above $\mu_s$ is different, because the update can leave the admissible interval. Take $h=(0,10)$, $g=(1,1)$, $\Delta=2$ and $\mu=10$. The new shift is about $-0.49$, whereas admissibility requires $\mu>0$. A code that may start on this side needs a lower safeguard.

## From one mode to the tangent bound

The slope comes from differentiating the squared length:

$$
\frac{d}{d\mu}L^2=-2S,\qquad L'=-\frac{S}{L},\qquad
\varphi'=-\frac{L'}{L^2}=\frac{S}{L^3}>0 .
$$

For the bound, fix admissible $\mu,\nu$ and set $N=L(\mu)$ and $M=L(\nu)$. Both are positive because $g\ne0$. For one mode, let $a=h_i+\mu$, $b=h_i+\nu$ and $q=g_i^2$. With $t=Mb/(Na)>0$,

$$
\frac1{t^2}+2t-3=\frac{(t-1)^2(2t+1)}{t^2}\ge0 .
$$

Multiply $3\le 1/t^2+2t$ by $q/a^2$, and use $b/a^3=1/a^2+(b-a)/a^3$:

$$
3\frac{q}{a^2}\le \frac{N^2}{M^2}\frac{q}{b^2}
+2\frac MN\Big(\frac{q}{a^2}+(b-a)\frac{q}{a^3}\Big).
$$

The difference $b-a=\nu-\mu$ is the same for all modes. Summing over $i$ turns the three kinds of term into $N^2$, $M^2$ and $S(\mu)$:

$$
3N^2\le N^2+2\frac MN\big(N^2+(\nu-\mu)S(\mu)\big).
$$

Subtract $N^2$, halve, and divide by $MN^2$:

$$
\frac1M\le\frac1N+\frac{S(\mu)}{N^3}(\nu-\mu).
$$

This is the tangent bound.

For monotonicity, let $\mu<\nu$ and use the tangent at the right-hand point:

$$
\varphi(\mu)\le\varphi(\nu)+\varphi'(\nu)(\mu-\nu)<\varphi(\nu).
$$

For concavity, let $x,y$ be admissible and let $a,b\ge0$ now denote weights with $a+b=1$. The point $z=ax+by$ is admissible, since $h_i+z=a(h_i+x)+b(h_i+y)>0$. Averaging the tangent bounds at $z$ gives

$$
a\varphi(x)+b\varphi(y)\le
\varphi(z)+\varphi'(z)(ax+by-z)=\varphi(z).
$$

For the Newton update, evaluate the tangent at $\mu$ in the solution $\mu_s$, where $\varphi(\mu_s)=1/\Delta$. Rearranging gives

$$
\frac{1/\Delta-\varphi(\mu)}{\varphi'(\mu)}\le\mu_s-\mu,
$$

so $\mu_{\rm new}\le\mu_s$. If $\mu\le\mu_s$, monotonicity makes the left-hand side nonnegative, and therefore $\mu_{\rm new}\ge\mu$.

Finally, if every $h_i$ equals $c$ and $c+\mu>0$, then $(c+\mu)L(\mu)=\|g\|$. For $g\ne0$ the reciprocal length is the affine function $(c+\mu)/\|g\|$, so strict concavity does not hold in general.

## Lean file

```lean
import Mathlib

open Finset

namespace HebdenReinsch

noncomputable section

variable {ι : Type*} [Fintype ι]

/-- The shifts `μ` for which every shifted Hessian eigenvalue `h i + μ` is positive. -/
def pdShifts (h : ι → ℝ) : Set ℝ := {μ | ∀ i, 0 < h i + μ}

/-- Length of the regularised step with components `-g i / (h i + μ)` in the eigenbasis of the
Hessian, for shifts at which no `h i + μ` vanishes. -/
def stepLength (h g : ι → ℝ) (μ : ℝ) : ℝ := √(∑ i, g i ^ 2 / (h i + μ) ^ 2)

/-- The slope formula `(∑ g i ^ 2 / (h i + μ) ^ 3) / ‖s‖ ^ 3` for the reciprocal step length,
for a nonzero gradient and `μ` in `pdShifts h`. -/
def recipSlope (h g : ι → ℝ) (μ : ℝ) : ℝ :=
  (∑ i, g i ^ 2 / (h i + μ) ^ 3) / stepLength h g μ ^ 3

/-- One Newton update of the shift for the equation `1 / ‖s(μ)‖ = 1 / Δ`, for a trust radius
`Δ > 0`, a nonzero gradient and `μ` in `pdShifts h`. -/
def newtonUpdate (h g : ι → ℝ) (Δ μ : ℝ) : ℝ :=
  μ + (1 / Δ - 1 / stepLength h g μ) / recipSlope h g μ

/-- For a nonzero gradient and positive shifted eigenvalues, the sums
`∑ g i ^ 2 / (h i + μ) ^ k` are positive. -/
theorem moment_pos {h g : ι → ℝ} {μ : ℝ} (hg : g ≠ 0) (hμ : μ ∈ pdShifts h) (k : ℕ) :
    0 < ∑ i, g i ^ 2 / (h i + μ) ^ k := by
  obtain ⟨j, hj⟩ := Function.ne_iff.mp hg
  have hj' : g j ≠ 0 := hj
  exact Finset.sum_pos' (fun i _ => div_nonneg (sq_nonneg _) (pow_pos (hμ i) k).le)
    ⟨j, mem_univ j, div_pos (by positivity) (pow_pos (hμ j) k)⟩

/-- For a nonzero gradient and positive shifted eigenvalues, the regularised step has positive
length. -/
theorem stepLength_pos {h g : ι → ℝ} {μ : ℝ} (hg : g ≠ 0) (hμ : μ ∈ pdShifts h) :
    0 < stepLength h g μ :=
  Real.sqrt_pos.mpr (moment_pos hg hμ 2)

/-- For a nonzero gradient and positive shifted eigenvalues, `recipSlope` is the derivative of
the reciprocal step length with respect to the shift. -/
theorem hasDerivAt_recip {h g : ι → ℝ} {μ : ℝ} (hg : g ≠ 0) (hμ : μ ∈ pdShifts h) :
    HasDerivAt (fun x => 1 / stepLength h g x) (recipSlope h g μ) μ := by
  -- differentiate the squared length mode by mode
  have hterm : ∀ i, HasDerivAt (fun x => g i ^ 2 / (h i + x) ^ 2)
      (-2 * (g i ^ 2 / (h i + μ) ^ 3)) μ := by
    intro i
    have hne : h i + μ ≠ 0 := (hμ i).ne'
    have h1 : HasDerivAt (fun x => h i + x) 1 μ := (hasDerivAt_id' μ).const_add (h i)
    refine ((hasDerivAt_const μ (g i ^ 2)).fun_div (h1.fun_pow 2)
      (pow_ne_zero 2 hne)).congr_deriv ?_
    norm_num
    field_simp
  have hS : HasDerivAt (fun x => ∑ i, g i ^ 2 / (h i + x) ^ 2)
      (-2 * ∑ i, g i ^ 2 / (h i + μ) ^ 3) μ := by
    rw [Finset.mul_sum]
    exact HasDerivAt.fun_sum (fun i _ => hterm i)
  -- then the square root and the reciprocal
  have hL : HasDerivAt (stepLength h g)
      ((-2 * ∑ i, g i ^ 2 / (h i + μ) ^ 3) / (2 * stepLength h g μ)) μ :=
    hS.sqrt (moment_pos hg hμ 2).ne'
  have hN : stepLength h g μ ≠ 0 := (stepLength_pos hg hμ).ne'
  refine ((hasDerivAt_const μ (1 : ℝ)).fun_div hL hN).congr_deriv ?_
  unfold recipSlope
  field_simp
  ring

/-- The inequality for a single mode of weight `q ≥ 0`, with positive shifted eigenvalues `a`, `b`
and positive step lengths `N`, `M`. -/
theorem mode_bound {a b M N q : ℝ} (ha : 0 < a) (hb : 0 < b) (hM : 0 < M) (hN : 0 < N)
    (hq : 0 ≤ q) :
    3 * (q / a ^ 2) ≤
      N ^ 2 / M ^ 2 * (q / b ^ 2) + 2 * (M / N) * (q / a ^ 2 + (b - a) * (q / a ^ 3)) := by
  -- the difference of the two sides is a manifestly nonnegative fraction
  have e : N ^ 2 / M ^ 2 * (q / b ^ 2) + 2 * (M / N) * (q / a ^ 2 + (b - a) * (q / a ^ 3))
      - 3 * (q / a ^ 2)
      = q * (M * b - N * a) ^ 2 * (2 * M * b + N * a) / (N * a ^ 3 * M ^ 2 * b ^ 2) := by
    field_simp
    ring
  have p : 0 ≤ q * (M * b - N * a) ^ 2 * (2 * M * b + N * a) / (N * a ^ 3 * M ^ 2 * b ^ 2) := by
    positivity
  linarith

/-- For a nonzero gradient, the reciprocal step length lies on or below each of its tangent lines on
the shifts that make all shifted eigenvalues positive. -/
theorem recip_le_tangent {h g : ι → ℝ} {μ ν : ℝ} (hg : g ≠ 0) (hμ : μ ∈ pdShifts h)
    (hν : ν ∈ pdShifts h) :
    1 / stepLength h g ν ≤ 1 / stepLength h g μ + recipSlope h g μ * (ν - μ) := by
  have hN := stepLength_pos hg hμ
  have hM := stepLength_pos hg hν
  have hN2 : stepLength h g μ ^ 2 = ∑ i, g i ^ 2 / (h i + μ) ^ 2 :=
    Real.sq_sqrt (moment_pos hg hμ 2).le
  have hM2 : stepLength h g ν ^ 2 = ∑ i, g i ^ 2 / (h i + ν) ^ 2 :=
    Real.sq_sqrt (moment_pos hg hν 2).le
  unfold recipSlope
  generalize stepLength h g μ = N at *
  generalize stepLength h g ν = M at *
  -- sum the single-mode inequality over all modes
  have hsum := Finset.sum_le_sum (s := univ) (fun i _ => by
    have hi := mode_bound (hμ i) (hν i) hM hN (sq_nonneg (g i))
    rwa [show h i + ν - (h i + μ) = ν - μ by ring] at hi)
  simp only [Finset.sum_add_distrib, ← Finset.mul_sum] at hsum
  rw [← hN2, ← hM2, div_mul_cancel₀ _ (pow_ne_zero 2 hM.ne')] at hsum
  generalize (∑ i, g i ^ 2 / (h i + μ) ^ 3) = S at *
  have e : 1 / N + S / N ^ 3 * (ν - μ) - 1 / M
      = (M / N * (N ^ 2 + (ν - μ) * S) - N ^ 2) / (M * N ^ 2) := by
    field_simp
  have p : 0 ≤ (M / N * (N ^ 2 + (ν - μ) * S) - N ^ 2) / (M * N ^ 2) :=
    div_nonneg (by linarith) (by positivity)
  linarith

/-- For a nonzero gradient, the reciprocal step length is strictly increasing and concave in the
shift `μ` wherever all `h i + μ` are positive. -/
theorem recip_strictMonoOn_concaveOn {h g : ι → ℝ} (hg : g ≠ 0) :
    StrictMonoOn (fun μ => 1 / stepLength h g μ) (pdShifts h) ∧
      ConcaveOn ℝ (pdShifts h) (fun μ => 1 / stepLength h g μ) := by
  have hconv : Convex ℝ (pdShifts h) := by
    intro x hx y hy a b ha hb hab i
    have hxi : 0 < h i + x := hx i
    have hyi : 0 < h i + y := hy i
    have hx' : x ∈ Set.Ioi (-h i) := Set.mem_Ioi.mpr (by linarith)
    have hy' : y ∈ Set.Ioi (-h i) := Set.mem_Ioi.mpr (by linarith)
    have hz := (convex_Ioi (𝕜 := ℝ) (-h i)) hx' hy' ha hb hab
    change 0 < h i + (a • x + b • y)
    linarith [Set.mem_Ioi.mp hz]
  refine ⟨fun μ hμ ν hν hlt => ?_, hconv, fun x hx y hy a b ha hb hab => ?_⟩
  · -- the tangent at the right-hand point has positive slope
    have t := recip_le_tangent hg hν hμ
    have hs : 0 < recipSlope h g ν :=
      div_pos (moment_pos hg hν 3) (pow_pos (stepLength_pos hg hν) 3)
    have hp := mul_pos hs (sub_pos.mpr hlt)
    change 1 / stepLength h g μ < 1 / stepLength h g ν
    linarith
  · -- average the tangent inequality at the intermediate point
    have hz : a * x + b * y ∈ pdShifts h := hconv hx hy ha hb hab
    have t1 := mul_le_mul_of_nonneg_left (recip_le_tangent hg hz hx) ha
    have t2 := mul_le_mul_of_nonneg_left (recip_le_tangent hg hz hy) hb
    change a * (1 / stepLength h g x) + b * (1 / stepLength h g y)
      ≤ 1 / stepLength h g (a * x + b * y)
    linear_combination t1 + t2 + (1 / stepLength h g (a * x + b * y)
      - recipSlope h g (a * x + b * y) * (a * x + b * y)) * hab

/-- Let the gradient be nonzero and let `μs`, with positive shifted eigenvalues, give a step of
length `Δ`. A Newton update from any `μ` with positive shifted eigenvalues never exceeds `μs`,
and it does not decrease the shift if `μ ≤ μs`. -/
theorem newtonUpdate_safe {h g : ι → ℝ} {Δ μ μs : ℝ} (hg : g ≠ 0) (hμ : μ ∈ pdShifts h)
    (hs : μs ∈ pdShifts h) (hΔ : stepLength h g μs = Δ) :
    newtonUpdate h g Δ μ ≤ μs ∧ (μ ≤ μs → μ ≤ newtonUpdate h g Δ μ) := by
  have hp : 0 < recipSlope h g μ :=
    div_pos (moment_pos hg hμ 3) (pow_pos (stepLength_pos hg hμ) 3)
  subst hΔ
  unfold newtonUpdate
  constructor
  · have t := recip_le_tangent hg hμ hs
    have hd : (1 / stepLength h g μs - 1 / stepLength h g μ) / recipSlope h g μ ≤ μs - μ := by
      rw [div_le_iff₀ hp]
      linarith
    linarith
  · intro hle
    have hm : 1 / stepLength h g μ ≤ 1 / stepLength h g μs :=
      (recip_strictMonoOn_concaveOn hg).1.monotoneOn hμ hs hle
    have hd := div_nonneg (sub_nonneg.mpr hm) hp.le
    linarith

/-- If all Hessian eigenvalues equal `c` and `c + μ > 0`, then the step length times `c + μ` is
the norm of the gradient. -/
theorem stepLength_of_degenerate (g : ι → ℝ) {c μ : ℝ} (hc : 0 < c + μ) :
    (c + μ) * stepLength (fun _ => c) g μ = √(∑ i, g i ^ 2) := by
  simp only [stepLength]
  rw [← Finset.sum_div, Real.sqrt_div' _ (sq_nonneg _), Real.sqrt_sq hc.le]
  exact mul_div_cancel₀ _ hc.ne'

end

end HebdenReinsch
```

```lean
#print axioms HebdenReinsch.hasDerivAt_recip
-- 'HebdenReinsch.hasDerivAt_recip' depends on axioms: [propext, Classical.choice, Quot.sound]
#print axioms HebdenReinsch.recip_strictMonoOn_concaveOn
-- 'HebdenReinsch.recip_strictMonoOn_concaveOn' depends on axioms: [propext, Classical.choice, Quot.sound]
#print axioms HebdenReinsch.newtonUpdate_safe
-- 'HebdenReinsch.newtonUpdate_safe' depends on axioms: [propext, Classical.choice, Quot.sound]
#print axioms HebdenReinsch.stepLength_of_degenerate
-- 'HebdenReinsch.stepLength_of_degenerate' depends on axioms: [propext, Classical.choice, Quot.sound]
```

## Physical content of the hypotheses

The functions `h g : ι → ℝ` hold the eigenvalues and gradient components, and `ι` labels the modes. The set `pdShifts h` contains the admissible shifts, `stepLength h g μ` is $L(\mu)$, and `recipSlope h g μ` is $S(\mu)/L(\mu)^3$. The hypothesis `g ≠ 0` says that at least one component is nonzero, which also forces at least one mode to exist.

The main theorem, `recip_strictMonoOn_concaveOn`, is a conjunction. `StrictMonoOn` says that a larger admissible shift gives a larger reciprocal length. `ConcaveOn ℝ` says that `pdShifts h` is convex and that the function lies on or above its chords there.

Positivity of all shifted eigenvalues matters. Take $h=(-1,1)$ and $g=(1,1)$. At $\mu=0$ the reciprocal length is $1/\sqrt2\approx0.71$, and at $\mu=1/2$ it has fallen to $3/(2\sqrt{10})\approx0.47$. It is thus not enough for monotonicity that all shifted eigenvalues are nonzero and at least one is positive. The gradient condition matters too: for $g=0$ the step has zero length, and Lean's convention $1/0=0$ makes the reciprocal constant instead of strictly increasing.

In `newtonUpdate_safe`, the hypotheses `hs` and `hΔ` supply an admissible shift `μs` whose step has length `Δ`. Physically, they say that the requested radius can be reached by a shifted step with a positive definite shifted Hessian. This may fail when the gradient has no component along the lowest modes: $L$ then stays bounded as $\mu$ approaches the lower end of the interval, and a larger radius is out of reach. If the Hessian has a negative eigenvalue, this is the hard case of the trust-region problem, and the minimiser then has an added component along a lowest mode. If the Hessian is positive definite, the unshifted Newton step is already shorter than such a radius. The positivity of `Δ` needs no hypothesis of its own, since it follows from the step length.

The theorem treats one update in real arithmetic. It gives no convergence rate, rounding analysis or stopping test, and it does not show that the shifted step minimises the quadratic model. The diagonalisation that produces `h` and `g` is likewise taken as input, as is the choice of the Euclidean norm.

## How the lemmas fit together

`moment_pos` shows that the sums $\sum_i g_i^2/(h_i+\mu)^k$ are positive: every term is nonnegative, and a mode with $g_j\neq0$ contributes a positive one. The case $k=2$ gives `stepLength_pos`, and $k=3$ makes the slope positive.

`hasDerivAt_recip` differentiates each mode, sums the results, and then applies the rules for the square root and the quotient. The concavity proof works directly with the formula `recipSlope` and does not call this theorem. Its role is to identify that formula as the derivative, so that the bounding lines are tangents and `newtonUpdate` is a Newton step.

`mode_bound` is the inequality in $t$ with denominators restored. `field_simp` and `ring` verify that the difference of the two sides is a fraction containing the square $(Mb-Na)^2$, and `positivity` shows that this fraction is nonnegative.

`recip_le_tangent` sums that bound with `Finset.sum_le_sum`. The rewrites by `hN2` and `hM2` replace the sums by squared lengths, and the last lines carry out the division by $MN^2$.

In `recip_strictMonoOn_concaveOn`, `hconv` establishes that the admissible set is convex. The first branch uses the tangent at the right-hand point. The second multiplies two tangent bounds by the weights, and `linear_combination` adds them using $a+b=1$.

`newtonUpdate_safe` obtains its upper bound from the tangent inequality, where `div_le_iff₀` handles the division by the positive slope; its second half uses monotonicity. `stepLength_of_degenerate` takes the common denominator out of the sum and the square root, which gives the norm identity for equal eigenvalues.
